# In infinite dimensions the ladder relations alone do not turn \(J_-J_+v=0\) into \(J_+v=0\)

For every natural number \(n\) there are operators \(J_+\), \(J_-\), \(J_z\) on an infinite-dimensional complex space that satisfy the angular momentum ladder relations, and a vector \(v\) with \(J_-J_+v=0\) but \(J_+v\neq0\). The implication does hold when \(J_-\) is the adjoint of \(J_+\) for a definite pairing.

## A vector that is raised and then lost

Take \(\hbar=1\) and let \(e_0,e_1,e_2,\dots\) be a basis of the finitely supported complex sequences. Define

\[
J_+e_0=0,\quad J_+e_{k+1}=e_k,\quad J_-e_k=(k+1)(n-k)\,e_{k+1},\quad J_ze_k=\left(\tfrac n2-k\right)e_k .
\]

Raising and then lowering gives \(J_-J_+e_k=k(n+1-k)e_k\), also at \(k=0\). Hence

\[
[J_+,J_-]e_k=\big((k+1)(n-k)-k(n+1-k)\big)e_k=(n-2k)e_k=2J_ze_k .
\]

Since \(J_+\) lowers the index by one and \(J_-\) raises it by one, the eigenvalues of \(J_z\) give \([J_z,J_+]=J_+\) and \([J_z,J_-]=-J_-\).

Now \(J_+e_{n+1}=e_n\neq0\), while \(J_-e_n=(n+1)(n-n)e_{n+1}=0\). So \(J_-J_+e_{n+1}=0\). The factor \(k(n+1-k)\) vanishes only at \(k=0\) and \(k=n+1\), so the kernel of \(J_-J_+\) is spanned by \(e_0\) and \(e_{n+1}\).

Fixing the total angular momentum does not help. With \(j=n/2\) and \(m=j-k\), we have \(k(n+1-k)=(j-m)(j+m+1)=j(j+1)-m(m+1)\), so \(J_-J_++J_z^2+J_z=j(j+1)\) on the whole space. The two kernel vectors have \(m=j\) and \(m=-j-1\).

For \(n=1\), \(J_+e_2=e_1\) and \(J_-e_1=0\). Here \(J_ze_2=-\tfrac32e_2\), and the Casimir value is \(\tfrac94-\tfrac32=\tfrac34\), as for spin 1/2. In the smallest case, \(n=0\), the vector is \(e_1\), which is raised to the singlet \(e_0\).

An adjoint relation excludes this. If \(B(J_+x,y)=B(x,J_-y)\), then \(J_-J_+v=0\) gives

\[
B(J_+v,J_+v)=B(v,J_-J_+v)=B(v,0)=0,
\]

and definiteness gives \(J_+v=0\). For ordinary spin states in electronic structure, where the scalar product supplies this relation, \(S_-S_+v=0\) therefore does identify a state annihilated by \(S_+\); the counterexample lives on an infinite-dimensional space with no such product. On a finite-dimensional complex space the ladder relations alone are enough, because the space splits into ordinary multiplets; that fact is not proved here.

## The operators and their entries in Lean

```lean
import Mathlib

open Matrix
open scoped ComplexOrder

namespace AnnihilationTest

noncomputable section
```

The type `ℕ →₀ ℂ` contains the sequences with finitely many nonzero entries.

```lean
/-- The space of finitely supported complex sequences. -/
abbrev Seq := ℕ →₀ ℂ

/-- The basis sequence `e k`, with entry one at position `k` and zero elsewhere. -/
def e (k : ℕ) : Seq := Finsupp.single k 1
```

Each operator is the linear extension of its values on the basis.

```lean
/-- The raising operator: `J+ e_0 = 0` and `J+ e_(k+1) = e_k`. -/
def Jp : Module.End ℂ Seq :=
  Finsupp.linearCombination ℂ (fun k : ℕ => match k with
    | 0 => (0 : Seq)
    | k + 1 => e k)
```

The vectors \(e_k\) are not normalised multiplet states. For normalised states with the usual choice of phases and \(1\le k\le n\), both ladder matrix elements between \(k-1\) and \(k\) would be \(\sqrt{k(n+1-k)}\); here the factors are \(1\) and \(k(n+1-k)\), with the same product.

```lean
/-- The lowering operator: `J- e_k = (k+1)(n-k) e_(k+1)`. -/
def Jm (n : ℕ) : Module.End ℂ Seq :=
  Finsupp.linearCombination ℂ (fun k : ℕ => (((k : ℂ) + 1) * ((n : ℂ) - k)) • e (k + 1))

/-- The operator `Jz`, diagonal in the basis: `Jz e_k = (n/2 - k) e_k`. -/
def Jz (n : ℕ) : Module.End ℂ Seq :=
  Finsupp.linearCombination ℂ (fun k : ℕ => ((n : ℂ) / 2 - k) • e k)
```

In the next definition, `P`, `M` and `Z` stand for \(J_+\), \(J_-\) and \(J_z\), and multiplication is composition. No scalar product enters.

```lean
/-- The ladder relations `[J+, J-] = 2 Jz`, `[Jz, J+] = J+` and `[Jz, J-] = -J-`. -/
def LadderRelations {V : Type*} [AddCommGroup V] [Module ℂ V]
    (P M Z : Module.End ℂ V) : Prop :=
  P * M - M * P = (2 : ℂ) • Z ∧ Z * P - P * Z = P ∧ Z * M - M * Z = -M
```

The next three lemmas give the entries of \(J_+v\), \(J_-v\) and \(J_zv\) for arbitrary \(v\). Each is proved for zero, for sums and for multiples of a basis vector, which together cover every finite sequence.

```lean
/-- The raising operator shifts the entries of a sequence by one place. -/
theorem Jp_apply (v : Seq) (k : ℕ) : Jp v k = v (k + 1) := by
  induction v using Finsupp.induction_linear with
  | zero => simp
  | add f g hf hg => simp only [map_add, Finsupp.add_apply, hf, hg]
  | single a b => cases a <;> simp [Jp, e, Finsupp.single_apply]

/-- The entries of a lowered sequence: zero at position `0`, and `(k+1)(n-k) v_k` at
position `k+1`. -/
theorem Jm_apply (n : ℕ) (v : Seq) :
    Jm n v 0 = 0 ∧ ∀ k : ℕ, Jm n v (k + 1) = ((k : ℂ) + 1) * ((n : ℂ) - k) * v k := by
  induction v using Finsupp.induction_linear with
  | zero => simp
  | add f g hf hg =>
    refine ⟨by simp only [map_add, Finsupp.add_apply, hf.1, hg.1, add_zero], fun k => ?_⟩
    simp only [map_add, Finsupp.add_apply, hf.2, hg.2]
    ring
  | single a b =>
    refine ⟨by simp [Jm, e], fun k => ?_⟩
    by_cases h : a = k
    · subst h
      simp only [Jm, e, Finsupp.linearCombination_single, Finsupp.smul_apply,
        Finsupp.single_eq_same, smul_eq_mul]
      ring
    · simp [Jm, e, h]

/-- `Jz` multiplies the entry at position `k` by `n/2 - k`. -/
theorem Jz_apply (n : ℕ) (v : Seq) (k : ℕ) : Jz n v k = ((n : ℂ) / 2 - k) * v k := by
  induction v using Finsupp.induction_linear with
  | zero => simp
  | add f g hf hg =>
    simp only [map_add, Finsupp.add_apply, hf, hg]
    ring
  | single a b =>
    by_cases h : a = k
    · subst h
      simp only [Jz, e, Finsupp.linearCombination_single, Finsupp.smul_apply,
        Finsupp.single_eq_same, smul_eq_mul]
      ring
    · simp [Jz, e, h]
```

## The Casimir scalar and the counterexample

The Casimir identity is compared entry by entry. Position \(0\) is treated separately because \(J_-v\) always vanishes there; `ring` does the remaining algebra.

```lean
/-- The operator `J-J+ + Jz² + Jz` is the scalar `(n/2)(n/2 + 1)` on the whole
sequence space. -/
theorem casimir_scalar (n : ℕ) :
    Jm n * Jp + Jz n * Jz n + Jz n = ((n : ℂ) / 2 * ((n : ℂ) / 2 + 1)) • 1 := by
  refine LinearMap.ext fun v => Finsupp.ext fun k => ?_
  rcases k with _ | k <;>
    simp only [LinearMap.add_apply, LinearMap.smul_apply, Module.End.mul_apply,
      Module.End.one_apply, Finsupp.add_apply, Finsupp.smul_apply, smul_eq_mul,
      Jp_apply, (Jm_apply n _).1, (Jm_apply n _).2, Jz_apply,
      Nat.cast_add, Nat.cast_one, Nat.cast_zero] <;>
    ring
```

The main theorem combines the three relations with the two statements about \(e_{n+1}\). The commutators are checked in the same way, and `hp` records \(J_+e_{n+1}=e_n\).

```lean
/-- The annihilation test fails: the ladder relations hold and `J-J+` annihilates
`e_(n+1)`, yet `J+ e_(n+1)` is nonzero. -/
theorem annihilation_test_fails (n : ℕ) :
    LadderRelations Jp (Jm n) (Jz n) ∧
      Jm n (Jp (e (n + 1))) = 0 ∧ Jp (e (n + 1)) ≠ 0 := by
  have hp : Jp (e (n + 1)) = e n := by simp [Jp, e]
  refine ⟨?_, ?_, ?_⟩
  · -- the three commutators are compared entry by entry
    refine ⟨?_, ?_, ?_⟩ <;>
      refine LinearMap.ext fun v => Finsupp.ext fun k => ?_ <;>
      rcases k with _ | k <;>
      simp only [LinearMap.sub_apply, LinearMap.smul_apply, LinearMap.neg_apply,
        Module.End.mul_apply, Finsupp.sub_apply, Finsupp.smul_apply, Finsupp.neg_apply,
        smul_eq_mul, Jp_apply, (Jm_apply n _).1, (Jm_apply n _).2, Jz_apply,
        Nat.cast_add, Nat.cast_one, Nat.cast_zero] <;>
      ring
  · -- the factor `n - k` vanishes at `k = n`
    rw [hp]
    simp [Jm, e]
  · rw [hp]
    exact Finsupp.single_ne_zero.mpr one_ne_zero
```

For the kernel, the entry of \(J_-J_+v\) at \(m+1\) is \((m+1)(n-m)v_{m+1}\), where \(m\) is now an index. If \(m\neq n\), both factors are nonzero and \(v_{m+1}=0\). The converse inserts the vanishing entries.

```lean
/-- `J-J+` annihilates exactly the sequences supported on the positions `0` and `n+1`. -/
theorem lower_raise_eq_zero_iff (n : ℕ) (v : Seq) :
    Jm n (Jp v) = 0 ↔ ∀ k : ℕ, k ≠ 0 → k ≠ n + 1 → v k = 0 := by
  constructor
  · intro h k h0 h1
    cases k with
    | zero => exact absurd rfl h0
    | succ m =>
      have h2 := DFunLike.congr_fun h (m + 1)
      rw [(Jm_apply n _).2, Jp_apply, Finsupp.zero_apply] at h2
      have ha : (m : ℂ) + 1 ≠ 0 := by exact_mod_cast Nat.succ_ne_zero m
      have hb : (n : ℂ) - m ≠ 0 := by
        intro hh
        have h3 : n = m := by exact_mod_cast sub_eq_zero.mp hh
        omega
      exact (mul_eq_zero.mp h2).resolve_left (mul_ne_zero ha hb)
  · intro h
    refine Finsupp.ext fun k => ?_
    cases k with
    | zero => rw [(Jm_apply n _).1, Finsupp.zero_apply]
    | succ m =>
      rw [(Jm_apply n _).2, Jp_apply, Finsupp.zero_apply]
      by_cases hm : m = n
      · subst hm
        simp
      · rw [h (m + 1) (by omega) (by omega), mul_zero]
```

## What the adjoint relation supplies

The positive theorem assumes only \(B(x,0)=0\), definiteness and the adjoint relation. Neither \(B\) nor the operators need be linear. The three rewrites are the three equalities of the derivation by hand.

```lean
/-- The annihilation test holds when `J-` is adjoint to `J+` for a definite pairing `B` with `B x 0
= 0` for all `x`: then `J-J+ v = 0` gives `J+ v = 0`. -/
theorem annihilation_test_of_adjoint {V : Type*} [AddCommGroup V]
    (B : V → V → ℂ) (P M : V → V) (hzero : ∀ x, B x 0 = 0)
    (hdef : ∀ x, B x x = 0 → x = 0) (hadj : ∀ x y, B (P x) y = B x (M y))
    {v : V} (hv : M (P v) = 0) : P v = 0 := by
  -- `B (J+ v) (J+ v)` equals `B v (J-J+ v)`, which is `B v 0 = 0`
  apply hdef
  rw [hadj, hv, hzero]
```

The spin-1/2 matrices with the scalar product \(\sum_i\overline{x_i}\,y_i\) satisfy these assumptions.

```lean
/-- The spin-1/2 raising and lowering matrices, with the usual scalar product on `ℂ²`, meet the
hypotheses `hzero`, `hdef` and `hadj` of `annihilation_test_of_adjoint`. -/
theorem annihilation_test_of_adjoint_witness :
    (∀ x : Fin 2 → ℂ, star x ⬝ᵥ (0 : Fin 2 → ℂ) = 0) ∧
    (∀ x : Fin 2 → ℂ, star x ⬝ᵥ x = 0 → x = 0) ∧
    (∀ x y : Fin 2 → ℂ, star ((!![0, 1; 0, 0] : Matrix (Fin 2) (Fin 2) ℂ) *ᵥ x) ⬝ᵥ y =
      star x ⬝ᵥ ((!![0, 0; 1, 0] : Matrix (Fin 2) (Fin 2) ℂ) *ᵥ y)) := by
  refine ⟨fun x => dotProduct_zero _, fun x hx => ?_, fun x y => ?_⟩
  · rw [dotProduct_comm] at hx
    exact dotProduct_self_star_eq_zero.mp hx
  · simp [Matrix.mulVec, dotProduct, Fin.sum_univ_succ]
```

On the sequence space, a definite pairing with the adjoint relation would force \(J_+e_{n+1}=0\), contradicting the counterexample. This excludes every inner product for which \(J_-\) is the adjoint of \(J_+\).

```lean
/-- No definite pairing `B` on the sequence space with `B x 0 = 0` for all `x` makes `J-` the
adjoint of `J+`. -/
theorem no_definite_adjoint_pairing (n : ℕ) (B : Seq → Seq → ℂ)
    (hzero : ∀ x, B x 0 = 0) (hdef : ∀ x, B x x = 0 → x = 0) :
    ¬ ∀ x y, B (Jp x) y = B x (Jm n y) := by
  intro hadj
  obtain ⟨-, h0, hne⟩ := annihilation_test_fails n
  exact hne (annihilation_test_of_adjoint B Jp (Jm n) hzero hdef hadj h0)

end

end AnnihilationTest
```

```lean
#print axioms AnnihilationTest.casimir_scalar
-- 'AnnihilationTest.casimir_scalar' depends on axioms: [propext, Classical.choice, Quot.sound]
#print axioms AnnihilationTest.annihilation_test_fails
-- 'AnnihilationTest.annihilation_test_fails' depends on axioms: [propext, Classical.choice, Quot.sound]
#print axioms AnnihilationTest.lower_raise_eq_zero_iff
-- 'AnnihilationTest.lower_raise_eq_zero_iff' depends on axioms: [propext, Classical.choice, Quot.sound]
#print axioms AnnihilationTest.no_definite_adjoint_pairing
-- 'AnnihilationTest.no_definite_adjoint_pairing' depends on axioms: [propext, Classical.choice, Quot.sound]
```
